# Convergence of the mean Neumann–Ulam score when all absolute row sums are below one

## Chains, weights and scores

Let $\iota$ be a finite set of states, $A$ a real matrix indexed by $\iota$, and $b$ a real vector. The equation to be solved is

$$x = Ax + b .$$

Let $Q$ be a transition matrix on the same states: $Q_{ij}\ge 0$ and $\sum_j Q_{ij}=1$ for every $i$. A path of $n$ steps from $i$ is a sequence $X_0=i, X_1,\dots,X_n$ with probability $\prod_{k<n} Q_{X_kX_{k+1}}$. Its weights and score are

$$W_k=\prod_{j<k}\frac{A_{X_jX_{j+1}}}{Q_{X_jX_{j+1}}},\qquad S_n=\sum_{k=0}^{n}W_k\,b_{X_k},$$

with $W_0=1$. Write $E_i^n[F]$ for the sum over all $n$-step paths from $i$ of probability times $F$, and $u_n(i)=E_i^n[S_n]$ for the mean score.

The chain must be able to make every jump that $A$ needs: if $Q_{ij}=0$, then $A_{ij}=0$. A matrix $Q$ with only positive entries satisfies this automatically, and the weaker condition also admits walks that follow the sparsity pattern of $A$.

## Linear systems with a dominant diagonal

A system $Cx=d$ with nonzero diagonal takes the form above with $A=I-D^{-1}C$ and $b=D^{-1}d$, where $D$ is the diagonal part of $C$. The absolute row sums of $A$ are below one exactly when $C$ is strictly diagonally dominant by rows. The second-order, nearest-neighbour finite-difference form of a screened Poisson equation on a finite grid, with given boundary values or periodic boundaries, is of this kind when the screening term is positive at every grid point. The result then applies to the mean of fixed-length random-walk estimates of the discretised potential at one grid point.

## What is proved

Suppose that $\sum_j|A_{ij}|<1$ for every $i$ and that $x=Ax+b$. Then $u_n(i)\to x_i$ as $n\to\infty$, for every starting state $i$. This is `neumann_ulam`. Two finite-$n$ statements accompany it:

- `mean_score_eq_neumann`: $u_n=\sum_{k=0}^n A^k b$, with no condition on the size of $A$.
- `truncation_bias`: if $\sum_j|A_{ij}|\le q$ and $|x_i|\le M$ for all $i$, then $|u_n(i)-x_i|\le q^{n+1}M$. The bound is useful when $q<1$.

In the Lean file, `ω : Fin n → ι` lists the states after the start, and `traj n i ω` turns the list into a trajectory $X$ defined for all times, which stays put after step $n$. `pathProb`, `weight` and `score` are the path probability, $W_k$ and $S_n$; `pathMean Q n i F` is $E_i^n[F]$, a finite sum. The hypothesis `hQ` says that $Q$ is a transition matrix, `hs` is the condition on its zeros, `hA` bounds the row sums, and `hx` is the linear equation, with `*ᵥ` for matrix times vector.

The solution $x$ is given, and its existence is not part of the claim. The theorem concerns exact expectations of truncated scores. It does not treat the variance, the average over a finite sample of walks, or walks that stop at a random time.

## The derivation

**First jump.** Write $iX$ for the trajectory that is at $i$ first and then follows $X$. The probability of a path factorises into its first jump and the rest, so

$$E_i^{n+1}[F]=\sum_j Q_{ij}\,E_j^n[F(iX)].$$

With $F=1$, induction on $n$ and $\sum_jQ_{ij}=1$ show that the path probabilities sum to one.

**Splitting the score.** Every weight after the first contains the ratio of the first jump:

$$W_{k+1}(iX)=\frac{A_{iX_0}}{Q_{iX_0}}W_k(X).$$

The term $k=0$ of the score is $b_i$. Hence

$$S_{n+1}(iX)=b_i+\frac{A_{iX_0}}{Q_{iX_0}}S_n(X).$$

**Recursion for the mean.** Paths counted in $E_j^n$ have $X_0=j$. Averaging the last identity gives

$$u_{n+1}(i)=\sum_jQ_{ij}\left(b_i+\frac{A_{ij}}{Q_{ij}}u_n(j)\right)=b_i+\sum_jA_{ij}u_n(j).$$

Where $Q_{ij}=0$, the jump contributes nothing to the average, and $A_{ij}=0$ makes the right-hand term vanish too.

**Neumann series.** A path of no steps has score $b_i$, so $u_0=b$. If $u_n=\sum_{k=0}^nA^kb$, then

$$u_{n+1}=b+\sum_{k=0}^{n}A^{k+1}b=\sum_{k=0}^{n+1}A^kb .$$

**Truncation error.** Let $e_n=u_n-x$. Subtracting $x=Ax+b$ gives $e_0=b-x=-Ax$ and $e_{n+1}=Ae_n$. If $|v_j|\le C$ for all $j$, then

$$\Big|\sum_jA_{ij}v_j\Big|\le\sum_j|A_{ij}|\,|v_j|\le qC .$$

So $|e_0(i)|\le qM$, and each further step gains a factor $q$, which yields $|e_n(i)|\le q^{n+1}M$.

**Limit.** There are finitely many rows, so the largest absolute row sum is attained and is itself below one. Take it as $q$, and take $M=\sum_j|x_j|$. Then $q^{n+1}M\to0$, and $u_n(i)\to x_i$.

## The walk in code

To estimate $x_i$, a program starts each walk with state $s=i$, weight $w=1$ and score $S=b_i$. It then repeats the following $n$ times:

1. Draw the next state $t$ from row $s$ of $Q$.
2. Multiply $w$ by $A_{st}/Q_{st}$.
3. Set $s=t$ and add $w\,b_s$ to $S$.

The average of $S$ over independent walks estimates $u_n(i)$. A simple choice of $Q$ is $Q_{st}=|A_{st}|/\sum_r|A_{sr}|$ for each nonzero row, with any probability distribution in a zero row. In a nonzero row, step 2 then multiplies $w$ by the absolute row sum with the sign of $A_{st}$.

The length $n$ can be set from the bias bound. For $q<1$ the equation itself gives $\max_i|x_i|\le\max_i|b_i|/(1-q)$, which supplies an $M$ without knowledge of $x$. The statistical error is separate, and more walks reduce it without changing the truncation bias.

## The Lean file

```lean
import Mathlib

open Matrix Filter Topology

namespace NeumannUlam

noncomputable section

variable {ι : Type*}

/-- The trajectory that starts at `i` and then visits the `n` states listed in `ω`;
after step `n` it stays where it is. -/
def traj : (n : ℕ) → ι → (Fin n → ι) → ℕ → ι
  | 0, i, _, _ => i
  | _ + 1, i, _, 0 => i
  | n + 1, _, ω, k + 1 => traj n (ω 0) (Fin.tail ω) k

/-- The trajectory that is at `i` first and then follows `X`. -/
def prepend (i : ι) (X : ℕ → ι) : ℕ → ι
  | 0 => i
  | k + 1 => X k

/-- The probability of the first `n` jumps of `X` under the transition matrix `Q`. -/
def pathProb (Q : Matrix ι ι ℝ) (n : ℕ) (X : ℕ → ι) : ℝ :=
  ∏ k ∈ Finset.range n, Q (X k) (X (k + 1))

/-- The weight `W_k`: the product of the first `k` ratios `A / Q` along the trajectory. -/
def weight (A Q : Matrix ι ι ℝ) (k : ℕ) (X : ℕ → ι) : ℝ :=
  ∏ j ∈ Finset.range k, A (X j) (X (j + 1)) / Q (X j) (X (j + 1))

/-- The Neumann-Ulam score of a trajectory: the sum of `W_k b(X_k)` over `k ≤ n`. -/
def score (A Q : Matrix ι ι ℝ) (b : ι → ℝ) (n : ℕ) (X : ℕ → ι) : ℝ :=
  ∑ k ∈ Finset.range (n + 1), weight A Q k X * b (X k)

variable [Fintype ι]

/-- The expectation of `F` over all `n`-step paths of the `Q`-chain started at `i`. -/
def pathMean (Q : Matrix ι ι ℝ) (n : ℕ) (i : ι) (F : (ℕ → ι) → ℝ) : ℝ :=
  ∑ ω : Fin n → ι, pathProb Q n (traj n i ω) * F (traj n i ω)

/-- A transition matrix: nonnegative entries, and every row sums to one. -/
def IsStochastic (Q : Matrix ι ι ℝ) : Prop :=
  (∀ i j, 0 ≤ Q i j) ∧ ∀ i, ∑ j, Q i j = 1

omit [Fintype ι] in
/-- Every trajectory begins at its starting state. -/
theorem traj_zero (n : ℕ) (i : ι) (ω : Fin n → ι) : traj n i ω 0 = i := by
  cases n <;> rfl

/-- Markov property: an expectation over `n + 1` steps is the average, over the first jump,
of expectations over the remaining `n` steps. -/
theorem pathMean_succ (Q : Matrix ι ι ℝ) (n : ℕ) (i : ι) (F : (ℕ → ι) → ℝ) :
    pathMean Q (n + 1) i F
      = ∑ j, Q i j * pathMean Q n j (fun X => F (prepend i X)) := by
  unfold pathMean
  -- split a path into its first new state and the rest
  let e : ι × (Fin n → ι) ≃ (Fin (n + 1) → ι) := Fin.consEquiv (fun _ => ι)
  rw [← e.sum_comp, Fintype.sum_prod_type]
  refine Finset.sum_congr rfl fun j _ => ?_
  rw [Finset.mul_sum]
  refine Finset.sum_congr rfl fun ω _ => ?_
  have h : traj (n + 1) i (e (j, ω)) = prepend i (traj n j ω) := by
    funext k
    cases k <;> rfl
  have hp : pathProb Q (n + 1) (prepend i (traj n j ω))
      = Q i (traj n j ω 0) * pathProb Q n (traj n j ω) := by
    rw [pathProb, Finset.prod_range_succ', mul_comm]
    rfl
  rw [h, hp, traj_zero, mul_assoc]

/-- The probabilities of all `n`-step paths from a given state sum to one. -/
theorem pathMean_one {Q : Matrix ι ι ℝ} (hQ : IsStochastic Q) (n : ℕ) (i : ι) :
    pathMean Q n i (fun _ => 1) = 1 := by
  induction n generalizing i with
  | zero => simp [pathMean, pathProb]
  | succ n ih =>
    rw [pathMean_succ]
    simp only [ih, mul_one]
    exact hQ.2 i

/-- The mean score obeys the update rule `u_{n+1} = b + A u_n`, provided `Q` allows every
jump for which `A` has a nonzero entry. -/
theorem mean_score_succ {A Q : Matrix ι ι ℝ} (hQ : IsStochastic Q)
    (hs : ∀ i j, Q i j = 0 → A i j = 0) (b : ι → ℝ) (n : ℕ) (i : ι) :
    pathMean Q (n + 1) i (score A Q b (n + 1))
      = b i + ∑ j, A i j * pathMean Q n j (score A Q b n) := by
  -- the score splits at the first jump
  have hscore : ∀ X : ℕ → ι, score A Q b (n + 1) (prepend i X)
      = b i + A i (X 0) / Q i (X 0) * score A Q b n X := by
    intro X
    have hw : ∀ k, weight A Q (k + 1) (prepend i X)
        = A i (X 0) / Q i (X 0) * weight A Q k X := by
      intro k
      rw [weight, Finset.prod_range_succ', mul_comm]
      rfl
    have h0 : weight A Q 0 (prepend i X) * b (prepend i X 0) = b i := by
      simp [weight, prepend]
    rw [score, Finset.sum_range_succ', h0, add_comm, score, Finset.mul_sum]
    congr 1
    refine Finset.sum_congr rfl fun k _ => ?_
    rw [hw k, mul_assoc]
    rfl
  have hmean : ∀ j, pathMean Q n j (fun X => score A Q b (n + 1) (prepend i X))
      = b i + A i j / Q i j * pathMean Q n j (score A Q b n) := by
    intro j
    have h1 : b i = b i * pathMean Q n j (fun _ => 1) := by
      rw [pathMean_one hQ, mul_one]
    rw [h1]
    unfold pathMean
    rw [Finset.mul_sum, Finset.mul_sum, ← Finset.sum_add_distrib]
    refine Finset.sum_congr rfl fun ω _ => ?_
    beta_reduce
    rw [hscore, traj_zero]
    ring
  rw [pathMean_succ]
  -- the transition probability cancels the denominator of the ratio
  have hterm : ∀ j, Q i j * pathMean Q n j (fun X => score A Q b (n + 1) (prepend i X))
      = Q i j * b i + A i j * pathMean Q n j (score A Q b n) := by
    intro j
    have key : Q i j * (A i j / Q i j) = A i j := by
      by_cases hz : Q i j = 0
      · simp [hz, hs i j hz]
      · field_simp
    rw [hmean j]
    linear_combination pathMean Q n j (score A Q b n) * key
  rw [Finset.sum_congr rfl fun j _ => hterm j, Finset.sum_add_distrib,
    ← Finset.sum_mul, hQ.2 i, one_mul]

/-- With no steps taken, the mean score is the source term at the starting state. -/
theorem mean_score_zero (A Q : Matrix ι ι ℝ) (b : ι → ℝ) (i : ι) :
    pathMean Q 0 i (score A Q b 0) = b i := by
  simp [pathMean, pathProb, score, weight, traj_zero]

/-- The mean score over `n` steps equals the Neumann series of `A` applied to `b`, truncated after
the power `n`, provided `Q` allows every jump for which `A` has a nonzero entry. -/
theorem mean_score_eq_neumann [DecidableEq ι] {A Q : Matrix ι ι ℝ} (hQ : IsStochastic Q)
    (hs : ∀ i j, Q i j = 0 → A i j = 0) (b : ι → ℝ) (n : ℕ) (i : ι) :
    pathMean Q n i (score A Q b n) = ∑ k ∈ Finset.range (n + 1), (A ^ k *ᵥ b) i := by
  induction n generalizing i with
  | zero => rw [mean_score_zero]; simp
  | succ n ih =>
    rw [mean_score_succ hQ hs, Finset.sum_range_succ', pow_zero, one_mulVec, add_comm]
    congr 1
    simp only [ih, Finset.mul_sum]
    rw [Finset.sum_comm]
    refine Finset.sum_congr rfl fun k _ => ?_
    rw [pow_succ', ← mulVec_mulVec]
    rfl

/-- Truncation bias: let `Q` allow every jump for which `A` has a nonzero entry, and let `x = A x +
b`. If the absolute row sums of `A` are at most `q` and the entries of `x` are at most `M` in
absolute value, the mean score over `n` steps from `i` is within `q ^ (n + 1) * M` of `x i`. -/
theorem truncation_bias {A Q : Matrix ι ι ℝ} (hQ : IsStochastic Q)
    (hs : ∀ i j, Q i j = 0 → A i j = 0) {b x : ι → ℝ} (hx : x = A *ᵥ x + b)
    {q M : ℝ} (hq : ∀ i, ∑ j, |A i j| ≤ q) (hM : ∀ i, |x i| ≤ M) (n : ℕ) (i : ι) :
    |pathMean Q n i (score A Q b n) - x i| ≤ q ^ (n + 1) * M := by
  have hx' : ∀ i, x i = ∑ j, A i j * x j + b i := fun i => congrFun hx i
  have hq0 : 0 ≤ q := (Finset.sum_nonneg fun j _ => abs_nonneg (A i j)).trans (hq i)
  have hM0 : 0 ≤ M := (abs_nonneg _).trans (hM i)
  -- one application of `A` turns a bound `C` on the entries of a vector into `q * C`
  have contr : ∀ (v : ι → ℝ) (C : ℝ), 0 ≤ C → (∀ j, |v j| ≤ C) →
      ∀ i, |∑ j, A i j * v j| ≤ q * C := by
    intro v C hC hv i
    calc |∑ j, A i j * v j| ≤ ∑ j, |A i j * v j| := Finset.abs_sum_le_sum_abs _ _
      _ ≤ ∑ j, |A i j| * C := by
          refine Finset.sum_le_sum fun j _ => ?_
          rw [abs_mul]
          exact mul_le_mul_of_nonneg_left (hv j) (abs_nonneg _)
      _ = (∑ j, |A i j|) * C := by rw [Finset.sum_mul]
      _ ≤ q * C := mul_le_mul_of_nonneg_right (hq i) hC
  induction n generalizing i with
  | zero =>
    have h : b i - x i = -∑ j, A i j * x j := by linarith [hx' i]
    rw [mean_score_zero, h, abs_neg, zero_add, pow_one]
    exact contr x M hM0 hM i
  | succ n ih =>
    have h : pathMean Q (n + 1) i (score A Q b (n + 1)) - x i
        = ∑ j, A i j * (pathMean Q n j (score A Q b n) - x j) := by
      rw [mean_score_succ hQ hs]
      simp only [mul_sub, Finset.sum_sub_distrib]
      linarith [hx' i]
    rw [h, pow_succ' q (n + 1), mul_assoc]
    exact contr _ _ (by positivity) (fun j => ih j) i

/-- Convergence of the mean Neumann-Ulam score: if `Q` allows every jump for which `A` has a nonzero
entry, all absolute row sums of `A` are below one and `x = A x + b`, then the mean score of the
`Q`-chain started at `i` converges to `x i` as the number of steps grows. -/
theorem neumann_ulam {A Q : Matrix ι ι ℝ} (hQ : IsStochastic Q)
    (hs : ∀ i j, Q i j = 0 → A i j = 0) (hA : ∀ i, ∑ j, |A i j| < 1)
    {b x : ι → ℝ} (hx : x = A *ᵥ x + b) (i : ι) :
    Tendsto (fun n => pathMean Q n i (score A Q b n)) atTop (𝓝 (x i)) := by
  -- the largest row sum is a uniform contraction factor
  obtain ⟨m, -, hm⟩ := Finset.exists_max_image Finset.univ (fun i => ∑ j, |A i j|)
    ⟨i, Finset.mem_univ i⟩
  have hm0 : 0 ≤ ∑ j, |A m j| := Finset.sum_nonneg fun j _ => abs_nonneg _
  have hM : ∀ k, |x k| ≤ ∑ j, |x j| := fun k =>
    Finset.single_le_sum (f := fun j => |x j|) (fun j _ => abs_nonneg _) (Finset.mem_univ k)
  have hlim := ((tendsto_pow_atTop_nhds_zero_of_lt_one hm0 (hA m)).comp
    (tendsto_add_atTop_nat 1)).mul_const (∑ j, |x j|)
  rw [zero_mul] at hlim
  refine tendsto_sub_nhds_zero_iff.mp (squeeze_zero_norm (fun n => ?_) hlim)
  exact truncation_bias hQ hs hx (fun k => hm k (Finset.mem_univ k)) hM n i

end

end NeumannUlam
```

```lean
#print axioms NeumannUlam.mean_score_eq_neumann
-- 'NeumannUlam.mean_score_eq_neumann' depends on axioms: [propext, Classical.choice, Quot.sound]
#print axioms NeumannUlam.neumann_ulam
-- 'NeumannUlam.neumann_ulam' depends on axioms: [propext, Classical.choice, Quot.sound]
```

## How the proof follows the derivation

`pathMean_succ` is the first-jump formula. The equivalence `Fin.consEquiv` matches an $(n+1)$-step list with a pair of first new state and remaining list, which turns one sum into a double sum. Inside it, `h` identifies the trajectory with `prepend i` of the shorter one, and `hp` peels the first factor off the path probability. `traj_zero` supplies $X_0=j$. `pathMean_one` is the normalisation by induction; the induction is `generalizing i` because the remaining path may start from a different state.

`mean_score_succ` carries the main argument. Its step `hw` is the weight identity, `hscore` splits the score, and `hmean` averages over the remaining path, using the normalisation to keep the constant $b_i$. The cancellation $Q_{ij}(A_{ij}/Q_{ij})=A_{ij}$ is `key`. It is proved by cases: for $Q_{ij}=0$ the left side is zero whatever value the quotient is given (Lean sets it to zero), and `hs` makes the right side zero as well. Summing over $j$ with the row sum of $Q$ finishes the recursion.

`mean_score_zero` gives $u_0=b$. `mean_score_eq_neumann` then runs the induction for the series: it separates the power zero, exchanges the two finite sums with `Finset.sum_comm`, and uses `pow_succ'` to write $A^{k+1}$ as $A\,A^k$.

In `truncation_bias`, the local statement `contr` is the estimate that $A$ turns a bound $C$ on the entries of a vector into the bound $qC$. The base case applies it to $x$, and the induction step applies it to $e_n$ with $C=q^{n+1}M$. This proof uses the recursion directly and does not need the series.

`neumann_ulam` picks the row `m` with the largest absolute sum by `Finset.exists_max_image`. The limit `hlim` says that the bias bound tends to zero, and `squeeze_zero_norm` transfers this to $u_n(i)-x_i$.
